# The RPA magnon of a self-consistent strong ferromagnet on a finite k mesh: one pole below the Stoner energies, at or below the mean band energy difference

To compute a magnon energy at wavevector $q$ on a k mesh, one can search in frequency for a zero of $1 - U\chi_0(q,x)$ below the lowest Stoner energy. A bisection starts from an interval that contains the zero, and it returns a single zero, so it is useful to know that there is no second one. For the one-band Hubbard model in the random phase approximation (RPA), with a finite mesh and an empty minority band, both are settled below. If the exchange gap is self-consistent, there is also an upper bound on the magnon energy that requires no root search.

Fix $q$ and let $k$ run over the occupied majority-spin states. Each has a weight $w_k > 0$, which is $1/N$ for a mesh of $N$ points, and a band energy difference $d_k = \varepsilon_{k+q} - \varepsilon_k$. The interaction is $U > 0$, the exchange gap is $\Delta$, and the frequency $x$ is measured as an energy.

## The susceptibility and its pole

```lean
import Mathlib

open Finset

namespace StrongFerromagnetMagnon

noncomputable section

variable {ι : Type*} [Fintype ι]
```

The type `ι` is the finite set of $k$ labels. A family of numbers such as $w_k$ is a function `w : ι → ℝ`, and $w_k$ is written `w k`.

```lean
/-- Bare transverse susceptibility `∑ w_k / (e_k - x)` at frequency `x`, for spin-flip energies
`e_k` with weights `w_k`. It is meant for `x` different from every `e_k`; in Lean a term with
`e_k = x` counts as zero. -/
def bareSusc (w e : ι → ℝ) (x : ℝ) : ℝ := ∑ k, w k / (e k - x)
```

This is the bare transverse susceptibility at fixed $q$,

$$\chi_0(x) = \sum_k \frac{w_k}{e_k - x},$$

where $e_k$ is the energy of the spin flip that starts from state $k$. There is no imaginary part in the denominator, because $x$ will stay below every $e_k$.

```lean
/-- Stoner spin-flip energies: the exchange gap `Δ` plus the band energy difference `d_k`. -/
def stonerEnergy (Δ : ℝ) (d : ι → ℝ) (k : ι) : ℝ := Δ + d k
```

The Stoner energy is $e_k = \Delta + d_k$: a flipped electron pays the exchange gap and the change in band energy. At this point $\Delta$ is any real number. The gap equation enters later, as a hypothesis.

```lean
/-- The frequency `x` lies below all spin-flip energies and solves the RPA pole equation
`U ∑ w_k / (e_k - x) = 1`. -/
def IsMagnonPole (U : ℝ) (w e : ι → ℝ) (x : ℝ) : Prop :=
  (∀ k, x < e k) ∧ U * bareSusc w e x = 1
```

`IsMagnonPole U w e x` is a statement about $x$ with two parts: $x < e_k$ for every $k$, and $U\chi_0(x) = 1$. The second part is the condition for the RPA susceptibility $\chi_0/(1 - U\chi_0)$ to diverge.

If the first part is forgotten, uniqueness becomes false. Take two occupied states on a mesh of four points, with $w_k = 1/4$, $U = 4$, $\Delta = 2$ and $d_k = 0, 2$, so that $e_k = 2, 4$. The pole equation then has the roots $2 - \sqrt2 \approx 0.59$ and $2 + \sqrt2 \approx 3.41$. Only the first lies below both Stoner energies; the second sits between them.

## Exactly one root below the Stoner energies

```lean
/-- For positive weights on a nonempty k set, the bare susceptibility increases strictly
with frequency below all spin-flip energies. -/
theorem bareSusc_lt [Nonempty ι] {w e : ι → ℝ} (hw : ∀ k, 0 < w k) {x y : ℝ}
    (hxy : x < y) (hy : ∀ k, y < e k) : bareSusc w e x < bareSusc w e y := by
  unfold bareSusc
  refine Finset.sum_lt_sum_of_nonempty Finset.univ_nonempty fun k _ => ?_
  exact div_lt_div_of_pos_left (hw k) (sub_pos.2 (hy k)) (by linarith)
```

A Lean theorem lists its hypotheses before the last colon, its claim after it, and its proof after `:=`. Here the hypotheses are a nonempty $k$ set, positive weights, and $x < y < e_k$ for all $k$. The claim is $\chi_0(x) < \chi_0(y)$.

By hand, $0 < e_k - y < e_k - x$, so each term obeys $w_k/(e_k - x) < w_k/(e_k - y)$, and one sums over $k$. The `refine` line reduces the inequality of sums to one term, and the last line compares the two denominators.

```lean
/-- For `U > 0` and positive weights on a nonempty k set, the RPA pole equation has exactly
one root below all spin-flip energies. -/
theorem existsUnique_pole [Nonempty ι] {U : ℝ} {w : ι → ℝ} (e : ι → ℝ) (hU : 0 < U)
    (hw : ∀ k, 0 < w k) : ∃! x, IsMagnonPole U w e x := by
  obtain ⟨k₀, hk₀⟩ := Finite.exists_min e
  have hW : w k₀ ≤ ∑ k, w k :=
    Finset.single_le_sum (fun k _ => (hw k).le) (Finset.mem_univ k₀)
  have h0 : 0 < U * w k₀ := mul_pos hU (hw k₀)
  have hle : U * w k₀ ≤ U * ∑ k, w k := mul_le_mul_of_nonneg_left hW hU.le
  have hP : 0 < U * ∑ k, w k := lt_of_lt_of_le h0 hle
  have hbelow : ∀ x ≤ e k₀ - U * w k₀, ∀ k, x < e k := fun x hx k => by
    linarith [hk₀ k]
  have hcont : ContinuousOn (fun x => U * bareSusc w e x)
      (Set.Icc (e k₀ - U * ∑ k, w k) (e k₀ - U * w k₀)) := by
    unfold bareSusc
    refine continuousOn_const.mul (continuousOn_finsetSum _ fun k _ => ?_)
    exact continuousOn_const.div (continuousOn_const.sub continuousOn_id)
      fun x hx => (sub_pos.2 (hbelow x hx.2 k)).ne'
  -- at `U ∑ w_k` below the lowest spin-flip energy the left side is at most one
  have hlow : U * bareSusc w e (e k₀ - U * ∑ k, w k) ≤ 1 := by
    have h1 : bareSusc w e (e k₀ - U * ∑ k, w k) ≤ ∑ k, w k / (U * ∑ j, w j) := by
      unfold bareSusc
      refine Finset.sum_le_sum fun k _ => ?_
      exact div_le_div_of_nonneg_left (hw k).le hP (by linarith [hk₀ k])
    calc U * bareSusc w e (e k₀ - U * ∑ k, w k)
        ≤ U * ∑ k, w k / (U * ∑ j, w j) := mul_le_mul_of_nonneg_left h1 hU.le
      _ = 1 := by rw [← Finset.sum_div, ← mul_div_assoc, div_self hP.ne']
  -- close to the lowest spin-flip energy its own term already reaches one
  have hhigh : 1 ≤ U * bareSusc w e (e k₀ - U * w k₀) := by
    have h1 : w k₀ / (e k₀ - (e k₀ - U * w k₀)) ≤ bareSusc w e (e k₀ - U * w k₀) :=
      Finset.single_le_sum (f := fun k => w k / (e k - (e k₀ - U * w k₀)))
        (fun k _ => (div_pos (hw k) (sub_pos.2 (hbelow _ le_rfl k))).le)
        (Finset.mem_univ k₀)
    calc (1 : ℝ) = U * (w k₀ / (e k₀ - (e k₀ - U * w k₀))) := by
          rw [sub_sub_cancel, ← mul_div_assoc, div_self h0.ne']
      _ ≤ _ := mul_le_mul_of_nonneg_left h1 hU.le
  obtain ⟨x, hx, hx1⟩ := intermediate_value_Icc (by linarith) hcont ⟨hlow, hhigh⟩
  have hx2 : U * bareSusc w e x = 1 := hx1
  refine ⟨x, ⟨hbelow x hx.2, hx2⟩, fun y hy => ?_⟩
  -- strict monotonicity excludes a second root
  rcases lt_trichotomy y x with h | h | h
  · have := mul_lt_mul_of_pos_left (bareSusc_lt hw h (hbelow x hx.2)) hU
    linarith [hy.2]
  · exact h
  · have := mul_lt_mul_of_pos_left (bareSusc_lt hw h hy.1) hU
    linarith [hy.2]
```

The symbol `∃!` means "there is exactly one". The energies `e` are arbitrary here, so this part does not depend on the gap equation.

Let $k_0$ be a state with the lowest energy and write $W = \sum_k w_k$. Two frequencies enclose the root.

- At $a = e_{k_0} - UW$, every denominator satisfies $e_k - a \ge UW$. Hence $U\chi_0(a) \le U \cdot W/(UW) = 1$. This is `hlow`.
- At $b = e_{k_0} - Uw_{k_0}$, the term of $k_0$ alone contributes $U \cdot w_{k_0}/(Uw_{k_0}) = 1$, and the other terms are positive. Hence $U\chi_0(b) \ge 1$. This is `hhigh`.

Since $w_{k_0} \le W$, we have $a \le b < e_{k_0}$. The function $U\chi_0$ is continuous on $[a,b]$ (`hcont`), and the intermediate value theorem supplies a root there. With a single state, $a = b$ and this point is the root. A second root $y$ would lie below or above $x$, and in either case strict monotonicity would make $U\chi_0(x)$ and $U\chi_0(y)$ differ, although both equal 1. The three cases of `lt_trichotomy` carry this out.

The interval $[a,b]$ can serve as the starting bracket for a bisection. Its distance from the lowest Stoner energy is $Uw_{k_0}$, which shrinks as the mesh is refined, so the argument gives no isolated magnon in the limit of a continuous band.

## What the gap equation adds

```lean
variable {U Δ x : ℝ} {w d : ι → ℝ}

/-- With the gap equation `Δ = U ∑ w_k`, a magnon pole `x` satisfies the balance
`∑ w_k (d_k - x) / (Δ + d_k - x) = 0`. -/
theorem pole_balance (hΔ : Δ = U * ∑ k, w k)
    (h : IsMagnonPole U w (stonerEnergy Δ d) x) :
    ∑ k, w k * (d k - x) / (Δ + d k - x) = 0 := by
  have hS : U * ∑ k, w k / (Δ + d k - x) = 1 := h.2
  have ht : ∀ k, w k * (d k - x) / (Δ + d k - x)
      = w k - Δ * (w k / (Δ + d k - x)) := fun k => by
    have ha : Δ + d k - x ≠ 0 := (sub_pos.2 (h.1 k)).ne'
    rw [div_eq_iff ha, sub_mul, mul_assoc Δ, div_mul_cancel₀ _ ha]
    ring
  rw [Finset.sum_congr rfl fun k _ => ht k, Finset.sum_sub_distrib, ← Finset.mul_sum]
  linear_combination (-(∑ k, w k / (Δ + d k - x))) * hΔ - (∑ k, w k) * hS
```

The hypothesis `hΔ` is the mean-field gap equation $\Delta = U\sum_k w_k$. It says that the exchange splitting is produced by the same magnetisation and the same $U$ that enter the RPA. From here on the energies are the Stoner energies $\Delta + d_k$.

Write $D_k = \Delta + d_k - x$, which is positive at a pole. Since $d_k - x = D_k - \Delta$,

$$\frac{w_k(d_k - x)}{D_k} = w_k - \Delta\,\frac{w_k}{D_k}.$$

This is `ht`. Summing over $k$, with $S = \sum_k w_k/D_k$, gives

$$\sum_k \frac{w_k(d_k - x)}{D_k} = W - \Delta S = W - UWS = W(1 - US) = 0,$$

because the pole equation reads $US = 1$. The final `linear_combination` performs this last line: it combines the gap equation and the pole equation with the coefficients $-S$ and $-W$.

```lean
/-- With the gap equation, a magnon pole `x` satisfies
`∑ w_k d_k - x ∑ w_k = ∑ w_k (d_k - x)² / (Δ + d_k - x)`. -/
theorem pole_deficit (hΔ : Δ = U * ∑ k, w k)
    (h : IsMagnonPole U w (stonerEnergy Δ d) x) :
    ∑ k, w k * d k - x * ∑ k, w k = ∑ k, w k * (d k - x) ^ 2 / (Δ + d k - x) := by
  have ht : ∀ k, w k * (d k - x) ^ 2 / (Δ + d k - x)
      = (w k * d k - x * w k) - Δ * (w k * (d k - x) / (Δ + d k - x)) := fun k => by
    have ha : Δ + d k - x ≠ 0 := (sub_pos.2 (h.1 k)).ne'
    rw [div_eq_iff ha, sub_mul, mul_assoc Δ, div_mul_cancel₀ _ ha]
    ring
  rw [Finset.sum_congr rfl fun k _ => ht k, Finset.sum_sub_distrib,
    Finset.sum_sub_distrib, ← Finset.mul_sum, ← Finset.mul_sum, pole_balance hΔ h]
  ring
```

The same substitution, with one more factor $d_k - x$, gives

$$\frac{w_k(d_k - x)^2}{D_k} = w_k(d_k - x) - \Delta\,\frac{w_k(d_k - x)}{D_k}.$$

After summation the last term vanishes by `pole_balance`, and what remains is

$$\sum_k w_k d_k - xW = \sum_k \frac{w_k(d_k - x)^2}{D_k}.$$

The left side is $W$ times the distance by which the magnon lies below the weighted mean of the $d_k$.

## Bounds on the magnon energy

```lean
/-- With the gap equation and positive weights on a nonempty k set, a magnon pole is at
least as high as any lower bound `m` of the band energy differences `d_k`. -/
theorem le_pole [Nonempty ι] (hw : ∀ k, 0 < w k) (hΔ : Δ = U * ∑ k, w k)
    (h : IsMagnonPole U w (stonerEnergy Δ d) x) {m : ℝ} (hm : ∀ k, m ≤ d k) : m ≤ x := by
  by_contra hx
  have hpos : 0 < ∑ k, w k * (d k - x) / (Δ + d k - x) :=
    Finset.sum_pos (fun k _ => div_pos (mul_pos (hw k) (by linarith [hm k]))
      (sub_pos.2 (h.1 k))) Finset.univ_nonempty
  exact hpos.ne' (pole_balance hΔ h)
```

If $m \le d_k$ for all $k$, then $m \le x$. Suppose instead that $x < m$. Then every $d_k - x$ is positive, so every term of the balance is positive and the sum cannot be zero. The tactic `by_contra` introduces the opposite assumption, and the last line states the contradiction.

```lean
/-- With the gap equation and positive weights on a nonempty k set, a magnon pole does not
exceed the weighted mean of the band energy differences `d_k`. -/
theorem pole_le_mean [Nonempty ι] (hw : ∀ k, 0 < w k) (hΔ : Δ = U * ∑ k, w k)
    (h : IsMagnonPole U w (stonerEnergy Δ d) x) :
    x ≤ (∑ k, w k * d k) / ∑ k, w k := by
  have hW : 0 < ∑ k, w k := Finset.sum_pos (fun k _ => hw k) Finset.univ_nonempty
  have hnn : 0 ≤ ∑ k, w k * (d k - x) ^ 2 / (Δ + d k - x) :=
    Finset.sum_nonneg fun k _ =>
      div_nonneg (mul_nonneg (hw k).le (sq_nonneg _)) (sub_pos.2 (h.1 k)).le
  rw [le_div_iff₀ hW]
  linarith [pole_deficit hΔ h]
```

The upper bound is

$$x \le \frac{\sum_k w_k d_k}{\sum_k w_k}.$$

The right side of the identity in `pole_deficit` is a sum of nonnegative terms (`hnn`), so $xW \le \sum_k w_k d_k$, and one divides by $W > 0$. In the example with $d_k = 0, 2$ the mean is 1 and the magnon lies at about 0.59.

Nothing forces $x$ to be positive. If all weights are equal, $q$ connects points of the mesh and the majority electrons fill the lowest band states, then the mean of the $d_k$ is never negative, because shifting the occupied set by $q$ gives equally many mesh points and cannot lower the total band energy. The magnon energy can still be negative: for two occupied states with $w_k = 1/4$, $U = 4$, $\Delta = 2$ and $d_k = -1, 1$, the mean is 0 and the pole is $x = 1 - \sqrt2 \approx -0.41$. The assumed ferromagnetic state is then unstable within this RPA description.

```lean
/-- With the gap equation and positive weights on a nonempty k set, a magnon pole equals the
weighted mean of the `d_k` exactly when all `d_k` are equal. -/
theorem pole_eq_mean_iff [Nonempty ι] (hw : ∀ k, 0 < w k) (hΔ : Δ = U * ∑ k, w k)
    (h : IsMagnonPole U w (stonerEnergy Δ d) x) :
    x = (∑ k, w k * d k) / ∑ k, w k ↔ ∀ k l, d k = d l := by
  have hW : 0 < ∑ k, w k := Finset.sum_pos (fun k _ => hw k) Finset.univ_nonempty
  constructor
  · intro hx
    rw [eq_div_iff hW.ne'] at hx
    have hz : ∑ k, w k * (d k - x) ^ 2 / (Δ + d k - x) = 0 := by
      linarith [pole_deficit hΔ h]
    -- a vanishing sum of nonnegative terms vanishes term by term
    have hd : ∀ k, d k = x := fun k => by
      by_contra hk
      have hsq : 0 < (d k - x) ^ 2 :=
        lt_of_le_of_ne (sq_nonneg _) (pow_ne_zero 2 (sub_ne_zero.2 hk)).symm
      have hlt : 0 < ∑ k, w k * (d k - x) ^ 2 / (Δ + d k - x) :=
        Finset.sum_pos' (fun j _ => div_nonneg (mul_nonneg (hw j).le (sq_nonneg _))
          (sub_pos.2 (h.1 j)).le) ⟨k, Finset.mem_univ k, div_pos
            (mul_pos (hw k) hsq) (sub_pos.2 (h.1 k))⟩
      exact hlt.ne' hz
    exact fun k l => (hd k).trans (hd l).symm
  · intro hd
    obtain ⟨k₀⟩ := ‹Nonempty ι›
    have : Nonempty ι := ⟨k₀⟩
    have hmean : (∑ k, w k * d k) / ∑ k, w k = d k₀ := by
      rw [Finset.sum_congr rfl fun k _ => by rw [hd k k₀], ← Finset.sum_mul,
        mul_div_cancel_left₀ _ hW.ne']
    refine le_antisymm (pole_le_mean hw hΔ h) ?_
    rw [hmean]
    exact le_pole hw hΔ h fun k => (hd k₀ k).le
```

The symbol `↔` means "if and only if": the magnon reaches the mean exactly when all $d_k$ are equal.

For the forward direction, $x$ equal to the mean makes the left side of the identity in `pole_deficit` zero. A sum of nonnegative terms that vanishes has only zero terms, so $d_k = x$ for every $k$ (`hd`). For the converse, let all $d_k$ have the value $d_{k_0}$. The mean is then $d_{k_0}$, the upper bound gives $x \le d_{k_0}$, and `le_pole` gives $d_{k_0} \le x$.

## The complete statement and the zero mode

```lean
/-- Strong ferromagnet with `U > 0`, positive weights on a nonempty k set and the gap equation
`Δ = U ∑ w_k`: the RPA equation has exactly one root below all Stoner energies, it does not
exceed the weighted mean of the `d_k`, and it is zero when all `d_k` vanish. -/
theorem strong_ferromagnet_magnon [Nonempty ι] (hU : 0 < U) (hw : ∀ k, 0 < w k)
    (hΔ : Δ = U * ∑ k, w k) :
    ∃ x, IsMagnonPole U w (stonerEnergy Δ d) x ∧
      (∀ y, IsMagnonPole U w (stonerEnergy Δ d) y → y = x) ∧
      x ≤ (∑ k, w k * d k) / ∑ k, w k ∧ ((∀ k, d k = 0) → x = 0) := by
  obtain ⟨x, hx, huniq⟩ := existsUnique_pole (stonerEnergy Δ d) hU hw
  refine ⟨x, hx, huniq, pole_le_mean hw hΔ hx, fun hd => ?_⟩
  -- for vanishing `d_k` the upper and lower bounds meet at zero
  have hup := pole_le_mean hw hΔ hx
  simp only [hd, mul_zero, Finset.sum_const_zero, zero_div] at hup
  exact le_antisymm hup (le_pole hw hΔ hx fun k => (hd k).ge)

end

end StrongFerromagnetMagnon
```

Under $U > 0$, positive weights, a nonempty $k$ set and the gap equation, there is an $x$ with four properties, joined by `∧` ("and"):

1. $x$ is a magnon pole.
2. Every magnon pole $y$ equals $x$.
3. $x$ does not exceed the weighted mean of the $d_k$.
4. If all $d_k$ vanish, then $x = 0$.

The first two come from `existsUnique_pole`, applied to the Stoner energies, and the third from `pole_le_mean`. For the fourth, the mean is zero, so $x \le 0$, while `le_pole` with $m = 0$ gives $0 \le x$.

At $q = 0$ every $d_k = \varepsilon_{k+q} - \varepsilon_k$ is zero, and the root at $x = 0$ is the Goldstone mode: a uniform rotation of all spins costs no energy. The theorem finds this mode as a root of one RPA equation. It does not derive it from spin-rotation symmetry, and it is not a general theorem about broken symmetries. The RPA form of the susceptibility is likewise taken as given.

The zero mode does need the gap equation. Take one state with $w = 1$, $U = 1$ and $d = 0$, but $\Delta = 2$ in place of the self-consistent value 1. The pole equation $1/(2 - x) = 1$ has the root $x = 1$. It is still the only root, but it lies above the mean, which is 0, and the Goldstone mode has acquired a gap. With all $d_k = 0$ in general, the root is $x = \Delta - UW$, so an error in the self-consistency of $\Delta$ appears in full as a spurious magnon energy at $q = 0$.

```lean
#print axioms StrongFerromagnetMagnon.pole_eq_mean_iff
#print axioms StrongFerromagnetMagnon.strong_ferromagnet_magnon
```

```
'StrongFerromagnetMagnon.pole_eq_mean_iff' depends on axioms: [propext, Classical.choice, Quot.sound]
'StrongFerromagnetMagnon.strong_ferromagnet_magnon' depends on axioms: [propext, Classical.choice, Quot.sound]
```
